# When a Truncated Coulomb Sum over a Cubic Lattice Equals the Bare Interaction of Two Points

The Coulomb kernel cut off at radius R is defined here for every real r, with the value zero at r = 0. The choice does not affect the comparisons below: the two points are distinct and closer than the lattice period L, so neither the pair nor any periodic image has separation zero.

For points at most d < L apart, the lattice sum is the bare interaction if d ≤ R < L − d, and strictly larger if R ≥ √(L² + d²). The second condition is sufficient, not sharp. This bears on exact exchange for a molecule in a periodic cell, in the restricted setting of a simple cubic cell, Γ-point sampling and orbital products confined to a region of diameter d. The theorems concern the pair kernel, not the exchange energy.

## Kernel, lattice and periodic sum

```lean
import Mathlib

open Finset

namespace TruncatedCoulombExchange

noncomputable section

/-- Points of three-dimensional space. -/
abbrev Space := EuclideanSpace ℝ (Fin 3)
```

A point is a triple of real numbers with the Euclidean norm. Lean numbers the components 0, 1, 2.

```lean
/-- The Coulomb kernel cut off at radius `R`: it is `1/r` for `0 < r ≤ R` and zero otherwise. -/
def truncCoulomb (R r : ℝ) : ℝ := if 0 < r ∧ r ≤ R then 1 / r else 0
```

This is v(r) = 1/r for 0 < r ≤ R, and v(r) = 0 otherwise.

```lean
/-- The vector `L n` of the simple cubic lattice with period `L`, for an integer triple `n`. -/
def latticeVec (L : ℝ) (n : Fin 3 → ℤ) : Space := WithLp.toLp 2 (fun i => L * (n i : ℝ))
```

An integer triple n labels the translation Ln.

```lean
/-- The truncated Coulomb interaction of `x` with `y`, summed over all lattice translations. -/
def periodicKernel (R L : ℝ) (x y : Space) : ℝ :=
  ∑' n : Fin 3 → ℤ, truncCoulomb R ‖x - y + latticeVec L n‖
```

Writing z = x − y, the periodic interaction is

S = Σₙ v(‖z + Ln‖).

The symbol `∑'` denotes an infinite sum, here over all integer triples, without phase factors.

```lean
lemma truncCoulomb_nonneg (R r : ℝ) : 0 ≤ truncCoulomb R r := by
  unfold truncCoulomb
  split_ifs with h
  · exact (one_div_pos.mpr h.1).le
  · exact le_rfl
```

No term is negative: the proof splits the definition into its two cases.

```lean
lemma latticeVec_zero (L : ℝ) : latticeVec L 0 = 0 := by
  ext i
  simp [latticeVec]
```

The triple n = 0 gives no translation.

```lean
lemma abs_coord_le (L : ℝ) (n : Fin 3 → ℤ) (i : Fin 3) :
    |L * (n i : ℝ)| ≤ ‖latticeVec L n‖ :=
  PiLp.norm_apply_le (latticeVec L n) i
```

Each component of a lattice vector is bounded by its length: L|nᵢ| ≤ ‖Ln‖ for L > 0.

## A distance bound for images, and convergence of the sum

```lean
/-- For a lattice of period `L > 0`, translating a separation `z` by a nonzero lattice vector
gives a separation of length at least `L - ‖z‖`. -/
theorem image_distance_ge {L : ℝ} (hL : 0 < L) (z : Space) {n : Fin 3 → ℤ} (hn : n ≠ 0) :
    L - ‖z‖ ≤ ‖z + latticeVec L n‖ := by
  obtain ⟨i, hi⟩ := Function.ne_iff.mp hn
  have h1 : (1 : ℝ) ≤ |(n i : ℝ)| := by exact_mod_cast Int.one_le_abs hi
  -- a nonzero lattice vector has length at least `L`
  have h2 := abs_coord_le L n i
  rw [abs_mul, abs_of_pos hL] at h2
  have h3 := norm_sub_le (z + latticeVec L n) z
  rw [add_sub_cancel_left] at h3
  nlinarith
```

In this theorem, the hypotheses stand before the final colon and the conclusion after it. By hand, a nonzero n has some component with |nᵢ| ≥ 1, so ‖Ln‖ ≥ L. The triangle inequality gives

L ≤ ‖Ln‖ = ‖(z + Ln) − z‖ ≤ ‖z + Ln‖ + ‖z‖,

and subtracting ‖z‖ gives the claim. In the proof, `h1` is the integer bound, `h2` the component bound and `h3` the triangle inequality; `nlinarith` combines them.

```lean
/-- For a lattice of period `L > 0`, the lattice sum of the truncated Coulomb kernel converges. -/
theorem summable_images (R : ℝ) {L : ℝ} (hL : 0 < L) (x y : Space) :
    Summable (fun n : Fin 3 → ℤ => truncCoulomb R ‖x - y + latticeVec L n‖) := by
  -- all images within the cutoff have indices in a finite box
  let K : ℤ := ⌈(R + ‖x - y‖) / L⌉
  refine (hasSum_sum_of_ne_finset_zero
    (s := Finset.Icc (fun _ : Fin 3 => -K) (fun _ => K)) ?_).summable
  intro n hn
  rw [truncCoulomb, if_neg]
  rintro ⟨-, hR⟩
  apply hn
  have key : ∀ i, |n i| ≤ K := by
    intro i
    have h1 := abs_coord_le L n i
    rw [abs_mul, abs_of_pos hL] at h1
    have h2 := norm_sub_le (x - y + latticeVec L n) (x - y)
    rw [add_sub_cancel_left] at h2
    have h3 : |(n i : ℝ)| ≤ (R + ‖x - y‖) / L := by
      rw [le_div_iff₀ hL]
      linarith
    have h4 : |(n i : ℝ)| ≤ (K : ℝ) := h3.trans (Int.le_ceil _)
    exact_mod_cast h4
  rw [Finset.mem_Icc]
  exact ⟨fun i => (abs_le.mp (key i)).1, fun i => (abs_le.mp (key i)).2⟩
```

If an image lies within the cutoff, then

L|nᵢ| ≤ ‖Ln‖ ≤ R + ‖z‖,

so every |nᵢ| is at most K, the quotient (R + ‖z‖)/L rounded up. Outside this finite box all terms vanish, and the sum converges. This matters because Lean assigns the value 0 to a sum that does not converge.

## One image decides

```lean
lemma home_term {R : ℝ} (L : ℝ) {x y : Space} (hxy : x ≠ y) (hR : ‖x - y‖ ≤ R) :
    truncCoulomb R ‖x - y + latticeVec L 0‖ = 1 / ‖x - y‖ := by
  rw [latticeVec_zero, add_zero, truncCoulomb,
    if_pos ⟨norm_pos_iff.mpr (sub_ne_zero.mpr hxy), hR⟩]
```

The term n = 0 is 1/‖z‖ when the pair itself lies within the cutoff.

```lean
/-- For distinct points closer than the period and within the cutoff, a single periodic image
within the cutoff makes the lattice sum strictly larger than the bare Coulomb interaction. -/
theorem bare_lt_of_image {R L : ℝ} {x y : Space} (hxy : x ≠ y) (hR : ‖x - y‖ ≤ R)
    (hL : ‖x - y‖ < L) {n : Fin 3 → ℤ} (hn : n ≠ 0)
    (himage : ‖x - y + latticeVec L n‖ ≤ R) :
    1 / ‖x - y‖ < periodicKernel R L x y := by
  have hL0 : 0 < L := (norm_nonneg _).trans_lt hL
  have hpos : 0 < ‖x - y + latticeVec L n‖ := by
    linarith [image_distance_ge hL0 (x - y) hn]
  have h1 : 0 < truncCoulomb R ‖x - y + latticeVec L n‖ := by
    rw [truncCoulomb, if_pos ⟨hpos, himage⟩]
    exact one_div_pos.mpr hpos
  -- keep only the home term and the one image
  have hs := (summable_images R hL0 x y).sum_le_tsum {0, n}
    (fun m _ => truncCoulomb_nonneg R _)
  rw [Finset.sum_pair hn.symm, home_term L hxy hR] at hs
  unfold periodicKernel
  linarith
```

Suppose one image n ≠ 0 also lies within the cutoff. Its distance is at least L − ‖z‖ > 0, so its term is positive. Since the other terms are nonnegative,

S ≥ 1/‖z‖ + 1/‖z + Ln‖ > 1/‖z‖.

The proof compares the full sum with the sum over the set `{0, n}`.

```lean
/-- For distinct points closer than the period and within the cutoff, the lattice sum is the
bare Coulomb interaction exactly when every other periodic image lies beyond the cutoff. -/
theorem eq_bare_iff {R L : ℝ} {x y : Space} (hxy : x ≠ y) (hR : ‖x - y‖ ≤ R)
    (hL : ‖x - y‖ < L) :
    periodicKernel R L x y = 1 / ‖x - y‖ ↔
      ∀ n : Fin 3 → ℤ, n ≠ 0 → R < ‖x - y + latticeVec L n‖ := by
  constructor
  · intro h n hn
    by_contra hc
    exact (bare_lt_of_image hxy hR hL hn (not_lt.mp hc)).ne' h
  · intro h
    unfold periodicKernel
    rw [tsum_eq_single 0, home_term L hxy hR]
    intro n hn
    rw [truncCoulomb, if_neg]
    exact fun hc => not_le_of_gt (h n hn) hc.2
```

The symbol `↔` means "if and only if". If S is bare, an image within R would contradict the previous theorem. Conversely, if all images lie beyond R, only the term n = 0 survives, which is the step `tsum_eq_single 0`.

## The cutoff window

```lean
lemma norm_sq_axis_shift (L : ℝ) (z : Space) (s : ℤ) :
    ‖z + latticeVec L ![s, 0, 0]‖ ^ 2 = ‖z‖ ^ 2 + 2 * L * s * z 0 + (L * s) ^ 2 := by
  simp only [EuclideanSpace.norm_sq_eq, Fin.sum_univ_three, Real.norm_eq_abs, sq_abs]
  simp [latticeVec]
  ring
```

For a shift by s periods along axis 0, expanding the square gives

‖z + Ln‖² = ‖z‖² + 2Ls z₀ + (Ls)², with n = (s, 0, 0).

```lean
/-- Let distinct points be at most `d < L` apart. The truncated lattice sum equals the bare
Coulomb interaction if `d ≤ R < L - d`, and is strictly larger if `R ≥ √(L² + d²)`. -/
theorem truncated_coulomb_window {R L d : ℝ} {x y : Space} (hxy : x ≠ y)
    (hd : ‖x - y‖ ≤ d) (hdL : d < L) :
    (d ≤ R → R < L - d → periodicKernel R L x y = 1 / ‖x - y‖) ∧
      (√(L ^ 2 + d ^ 2) ≤ R → 1 / ‖x - y‖ < periodicKernel R L x y) := by
  have hz := norm_nonneg (x - y)
  have hL0 : 0 < L := by linarith
  constructor
  · intro hdR hRL
    refine (eq_bare_iff hxy (hd.trans hdR) (hd.trans_lt hdL)).mpr fun n hn => ?_
    linarith [image_distance_ge hL0 (x - y) hn]
  · intro hR
    have hsq : ‖x - y‖ ^ 2 ≤ d ^ 2 := pow_le_pow_left₀ hz hd 2
    have hdR : ‖x - y‖ ≤ R :=
      ((le_abs_self _).trans (Real.abs_le_sqrt (by nlinarith [sq_nonneg L]))).trans hR
    -- translate against the sign of the first component of the separation
    rcases le_total ((x - y) 0) 0 with h | h
    · refine bare_lt_of_image hxy hdR (hd.trans_lt hdL) (n := ![1, 0, 0])
        (fun h0 => by simpa using congrFun h0 0) ?_
      refine ((le_abs_self _).trans (Real.abs_le_sqrt ?_)).trans hR
      rw [norm_sq_axis_shift]
      push_cast
      nlinarith [mul_nonneg hL0.le (neg_nonneg.mpr h)]
    · refine bare_lt_of_image hxy hdR (hd.trans_lt hdL) (n := ![-1, 0, 0])
        (fun h0 => by simpa using congrFun h0 0) ?_
      refine ((le_abs_self _).trans (Real.abs_le_sqrt ?_)).trans hR
      rw [norm_sq_axis_shift]
      push_cast
      nlinarith [mul_nonneg hL0.le h]
```

The symbol `∧` joins the two claims. For the first, every image satisfies

‖z + Ln‖ ≥ L − ‖z‖ ≥ L − d > R,

so the criterion applies. For the second, take s = 1 if z₀ ≤ 0 and s = −1 if z₀ ≥ 0. The cross term is then at most zero, and

‖z + Ln‖² ≤ ‖z‖² + L² ≤ d² + L² ≤ R².

The two cases of `rcases` are these two signs. The bound √(L² + d²) is not sharp: R ≥ L is already enough, though this is not proved in the Lean code. Some component of z has size at least ‖z‖/√3, and a shift by one period against it gives ‖z + Ln‖² ≤ L² + ‖z‖² − 2L‖z‖/√3 < L², because 0 < ‖z‖ < L.

The first claim needs ‖x − y‖ ≤ R, which d ≤ R guarantees. Without it, take L = 4, ‖x − y‖ = d = 1 and R = 1/2: all images are at least 3 away, so the sum is 0 while the bare interaction is 1.

```lean
/-- For the point `(d, 0, 0)` and the origin, with `0 < d < L` and `d ≤ R`, the lattice sum exceeds
the bare interaction `1/d` as soon as `R ≥ L - d`. -/
theorem window_sharp {R L d : ℝ} (hd : 0 < d) (hdL : d < L) (hdR : d ≤ R)
    (hR : L - d ≤ R) : 1 / d < periodicKernel R L !₂[d, 0, 0] 0 := by
  have hnorm : ‖(!₂[d, 0, 0] : Space) - 0‖ = d := by
    rw [sub_zero]
    refine (sq_eq_sq₀ (norm_nonneg _) hd.le).mp ?_
    simp [EuclideanSpace.norm_sq_eq, Fin.sum_univ_three]
  have hne : (!₂[d, 0, 0] : Space) ≠ 0 := by
    intro h
    rw [h, sub_zero, norm_zero] at hnorm
    linarith
  -- the image shifted by `-L` along axis 0 sits at distance exactly `L - d`
  have himage : ‖(!₂[d, 0, 0] : Space) - 0 + latticeVec L ![-1, 0, 0]‖ = L - d := by
    refine (sq_eq_sq₀ (norm_nonneg _) (by linarith)).mp ?_
    rw [norm_sq_axis_shift, hnorm]
    simp
    ring
  have h := bare_lt_of_image hne (hnorm.le.trans hdR) (hnorm.trans_lt hdL)
    (n := ![-1, 0, 0]) (fun h0 => by simpa using congrFun h0 0) (himage.le.trans hR)
  rwa [hnorm] at h

end

end TruncatedCoulombExchange
```

Place the points at (d, 0, 0) and the origin. The shift by −L along axis 0 puts an image at distance L − d, because

d² − 2Ld + L² = (L − d)².

If R reaches both d and L − d, this image makes the sum too large. For d ≤ L/2 that already happens at R = L − d, so the strict bound R < L − d cannot be relaxed to R ≤ L − d.

```lean
#print axioms TruncatedCoulombExchange.truncated_coulomb_window
-- 'TruncatedCoulombExchange.truncated_coulomb_window' depends on axioms: [propext, Classical.choice, Quot.sound]
#print axioms TruncatedCoulombExchange.window_sharp
-- 'TruncatedCoulombExchange.window_sharp' depends on axioms: [propext, Classical.choice, Quot.sound]
```
